# With a massive photon, the electron self-energy's Feynman denominator is positive exactly below threshold

The one-loop self-energy of an electron contains an integral over a Feynman parameter $x$ of the logarithm of a denominator $D(x)$. If $D(x)$ turns negative somewhere in the range, the real logarithm is undefined there: a real-valued numerical routine fails, and a complex one returns a value that depends on which side of the cut it was given. It is therefore useful to know for which external momenta $D$ stays positive on the whole range.

For an electron of mass $m>0$ and a photon of mass $u>0$, the answer is that $D$ is positive on all of $[0,1]$ if and only if the squared external momentum $P=p^2$ satisfies $P<(m+u)^2$. The bound is the smallest squared invariant mass of a state with one electron and one photon, reached when both are at rest in their common centre-of-mass frame. The photon mass stands for the regulator commonly used to control infrared divergences in QED.

```lean
import Mathlib

open Set

namespace ElectronSelfEnergyThreshold

noncomputable section
```

## From two propagators to one denominator

Use units with $\hbar=c=1$ and the metric in which a particle on its mass shell has $p^2=m^2$. The loop contains an electron propagator with momentum $k$ and a photon propagator with momentum $p-k$. Giving the electron the weight $x$ and the photon the weight $1-x$, the combined denominator is

$$x(k^2-m^2)+(1-x)\big((p-k)^2-u^2\big)=\ell^2-D(x),\qquad \ell=k-(1-x)p,$$

$$D(x)=x\,m^2+(1-x)\,u^2-x(1-x)\,P .$$

The integral over $\ell$ diverges at large momenta and has to be regularised. Once this is done, the self-energy in Feynman gauge contains, up to a constant factor, $\int_0^1 dx\,[\,2m-(1-x)\slashed p\,]\ln D(x)$, where $\slashed p=\gamma^\mu p_\mu$ with the Dirac matrices $\gamma^\mu$. The Lean development starts from the formula for $D$. Its four arguments are real numbers, and the signs of the masses enter only as hypotheses of the theorems. Note that `P` is the square of the momentum, not the momentum itself.

```lean
/-- The Feynman denominator of the one-loop electron self-energy, for electron mass `m`,
photon mass `u`, squared external momentum `P` and Feynman parameter `x`. -/
def feynmanDenom (m u P x : ℝ) : ℝ :=
  x * m ^ 2 + (1 - x) * u ^ 2 - x * (1 - x) * P
```

The squared momentum can also be taken complex. It is then called $s$, while the masses and $x$ stay real:

$$D(x)=\big[x\,m^2+(1-x)\,u^2\big]-x(1-x)\,s .$$

The type annotations in the next definition only regard the real coefficients as complex numbers.

```lean
/-- The same denominator for a complex squared momentum `s`. -/
def feynmanDenomC (m u : ℝ) (s : ℂ) (x : ℝ) : ℂ :=
  ((x * m ^ 2 + (1 - x) * u ^ 2 : ℝ) : ℂ) - ((x * (1 - x) : ℝ) : ℂ) * s
```

As a function of $x$, the real denominator is the quadratic $Px^2-(P+u^2-m^2)x+u^2$. Its discriminant is the Källén function

$$\lambda=(P+u^2-m^2)^2-4Pu^2=\big(P-(m+u)^2\big)\big(P-(m-u)^2\big).$$

The Lean function `kallen` takes the masses as arguments, whereas the textbook function usually takes their squares.

```lean
/-- The Källén function of the electron-photon pair, in factorised form. -/
def kallen (m u P : ℝ) : ℝ := (P - (m + u) ^ 2) * (P - (m - u) ^ 2)
```

For $P>0$ and $\lambda\ge0$, the quadratic formula gives the real zeros of $D$, which coincide when $\lambda=0$. The smaller one is $x_-=(P+u^2-m^2-\sqrt\lambda)/(2P)$.

```lean
/-- The lower root of the denominator in the Feynman parameter, for `P > 0` and a nonnegative Källén
function. -/
def lowerRoot (m u P : ℝ) : ℝ := (P + u ^ 2 - m ^ 2 - √(kallen m u P)) / (2 * P)
```

The larger one, $x_+$, has the opposite sign in front of the root.

```lean
/-- The upper root of the denominator in the Feynman parameter, for `P > 0` and a nonnegative Källén
function. -/
def upperRoot (m u P : ℝ) : ℝ := (P + u ^ 2 - m ^ 2 + √(kallen m u P)) / (2 * P)
```

## A perfect square plus the distance to threshold

The sign of $D$ becomes visible once the threshold is split off. Expanding,

$$\big(x(m+u)-u\big)^2+x(1-x)(m+u)^2=x(m+u)^2-2xu(m+u)+u^2=x(m^2-u^2)+u^2,$$

and the right-hand side is $x\,m^2+(1-x)\,u^2$. Subtracting $x(1-x)P$ from both sides gives

$$D(x)=\big(x(m+u)-u\big)^2+x(1-x)\big((m+u)^2-P\big).$$

This holds for all real values of the four variables, and `ring` confirms it after the definition is unfolded.

```lean
/-- The denominator is a perfect square plus a term proportional to the distance of `P`
from the threshold `(m + u)²`. -/
theorem feynmanDenom_eq_sq_add (m u P x : ℝ) :
    feynmanDenom m u P x =
      (x * (m + u) - u) ^ 2 + x * (1 - x) * ((m + u) ^ 2 - P) := by
  unfold feynmanDenom
  ring
```

The square vanishes at $x_c=u/(m+u)$. There $1-x_c=m/(m+u)$, so $x_c(1-x_c)=mu/(m+u)^2$ and

$$D(x_c)=mu\left(1-\frac{P}{(m+u)^2}\right).$$

Lean obtains this value directly from the definition, by clearing denominators and comparing polynomials.

```lean
/-- The value of the denominator at the Feynman parameter `u / (m + u)`, for `m + u ≠ 0`. -/
theorem feynmanDenom_at_critical (m u P : ℝ) (h : m + u ≠ 0) :
    feynmanDenom m u P (u / (m + u)) = m * u * (1 - P / (m + u) ^ 2) := by
  unfold feynmanDenom
  field_simp
  ring
```

## Positivity on the whole range

Suppose first that $D>0$ on $[0,1]$. Since both masses are positive, $x_c$ lies in that interval, so $D(x_c)>0$. Dividing by $mu>0$ leaves $P/(m+u)^2<1$, which is $P<(m+u)^2$.

Conversely, let $P<(m+u)^2$. At the endpoints $D(0)=u^2>0$ and $D(1)=m^2>0$. For $0<x<1$ the square is nonnegative and the second term of the identity is a product of positive factors, so their sum is positive.

In the statement below, `Icc (0 : ℝ) 1` is the closed interval $[0,1]$, and `P` may be any real number, including spacelike momenta with $P<0$. The proof has the same two halves. The endpoints are treated separately because the factor $x(1-x)$ vanishes there and the second term no longer helps.

```lean
/-- For positive electron and photon masses, the Feynman denominator is positive on the whole
parameter range `[0, 1]` if and only if `P` lies below `(m + u)²`. -/
theorem feynmanDenom_pos_iff {m u : ℝ} (hm : 0 < m) (hu : 0 < u) (P : ℝ) :
    (∀ x ∈ Icc (0 : ℝ) 1, 0 < feynmanDenom m u P x) ↔ P < (m + u) ^ 2 := by
  have hs : 0 < m + u := add_pos hm hu
  constructor
  · -- test positivity at the critical parameter
    intro h
    have hx := h (u / (m + u)) ⟨by positivity, by rw [div_le_one hs]; linarith⟩
    rw [feynmanDenom_at_critical m u P hs.ne'] at hx
    have h1 := (mul_pos_iff_of_pos_left (mul_pos hm hu)).mp hx
    have h2 : P / (m + u) ^ 2 < 1 := by linarith
    rwa [div_lt_one (by positivity)] at h2
  · rintro hP x ⟨h0, h1⟩
    rw [feynmanDenom_eq_sq_add]
    -- the endpoints give the squared masses
    rcases h0.eq_or_lt with rfl | h0
    · nlinarith [pow_pos hu 2]
    rcases h1.eq_or_lt with rfl | h1
    · nlinarith [pow_pos hm 2]
    exact add_pos_of_nonneg_of_pos (sq_nonneg _)
      (mul_pos (mul_pos h0 (sub_pos.2 h1)) (sub_pos.2 hP))
```

The inequality is strict. At $P=(m+u)^2$ the denominator is the square alone, with a double zero at $x_c$.

## Complex momenta and the cut of the logarithm

The principal logarithm has its cut on the real numbers that are zero or negative. The complement is Mathlib's `Complex.slitPlane`, whose elements have a positive real part or a nonzero imaginary part. The real and imaginary parts of the denominator are

$$\operatorname{Re}D=x\,m^2+(1-x)\,u^2-x(1-x)\operatorname{Re}s,\qquad \operatorname{Im}D=-x(1-x)\operatorname{Im}s .$$

If $\operatorname{Im}s\neq0$, then $\operatorname{Im}D\neq0$ for $0<x<1$, while at the endpoints $D$ equals $u^2$ or $m^2$. The cut is avoided in every case. If $\operatorname{Im}s=0$, then $D$ is real, and avoiding the cut for every $x$ means being positive for every $x$. By the previous theorem this holds exactly when $\operatorname{Re}s<(m+u)^2$.

The theorem therefore says that the argument of the logarithm stays off the cut for all $x\in[0,1]$ unless $s$ is real and at least $(m+u)^2$. In the proof, `hre` and `him` are the two displayed formulas, and the real case is passed to `feynmanDenom_pos_iff`.

```lean
/-- For positive masses and complex squared momentum `s`, the denominator avoids the cut of the
principal logarithm for every `x` in `[0, 1]` if and only if `s` is not a real number
at or above `(m + u)²`. -/
theorem feynmanDenomC_mem_slitPlane_iff {m u : ℝ} (hm : 0 < m) (hu : 0 < u) (s : ℂ) :
    (∀ x ∈ Icc (0 : ℝ) 1, feynmanDenomC m u s x ∈ Complex.slitPlane) ↔
      ¬ (s.im = 0 ∧ (m + u) ^ 2 ≤ s.re) := by
  have hre : ∀ x, (feynmanDenomC m u s x).re = feynmanDenom m u s.re x := by
    intro x
    unfold feynmanDenomC feynmanDenom
    rw [Complex.sub_re, Complex.re_ofReal_mul, Complex.ofReal_re]
  have him : ∀ x, (feynmanDenomC m u s x).im = -(x * (1 - x) * s.im) := by
    intro x
    unfold feynmanDenomC
    rw [Complex.sub_im, Complex.im_ofReal_mul, Complex.ofReal_im, zero_sub]
  constructor
  · rintro h ⟨hs, hP⟩
    refine not_lt_of_ge hP ((feynmanDenom_pos_iff hm hu s.re).mp fun x hx => ?_)
    rcases Complex.mem_slitPlane_iff.mp (h x hx) with h1 | h1
    · rwa [hre] at h1
    · exact (h1 (by simp [him, hs])).elim
  · rintro h x ⟨h0, h1⟩
    rw [Complex.mem_slitPlane_iff, hre, him]
    by_cases hs : s.im = 0
    · exact Or.inl ((feynmanDenom_pos_iff hm hu s.re).mpr
        (not_le.mp fun hle => h ⟨hs, hle⟩) x ⟨h0, h1⟩)
    -- off the real axis only the endpoints give a real denominator
    rcases h0.eq_or_lt with rfl | h0
    · left
      unfold feynmanDenom
      nlinarith [pow_pos hu 2]
    rcases h1.eq_or_lt with rfl | h1
    · left
      unfold feynmanDenom
      nlinarith [pow_pos hm 2]
    exact Or.inr (neg_ne_zero.mpr (mul_ne_zero (mul_pos h0 (sub_pos.2 h1)).ne' hs))
```

This locates the threshold for the logarithm in the integrand. The step from there to the self-energy itself is that the integral over $x$ has a branch point at the same place; that is standard field theory and is assumed here, not derived. For one-loop QED with a massive photon, the theorem tells at which momenta the argument of the logarithm meets the cut. At $s=(m+u)^2$ it only touches the end of the cut, at $x_c$. For real $s$ above that value it becomes negative, and the logarithm needs a prescription for the side of the cut.

## Where the denominator is negative above threshold

Let $P>(m+u)^2$. Then $P>0$, and since $(m+u)^2>(m-u)^2$ both factors of $\lambda$ are positive. Completing the square in $x$ gives

$$4P\,D(x)=\big(2Px-(P+u^2-m^2)\big)^2-\lambda .$$

Hence $D(x)<0$ exactly when $|2Px-(P+u^2-m^2)|<\sqrt\lambda$, and division by $2P$ turns this into $x_-<x<x_+$.

The theorem states this equivalence for every real $x$, not only for the Feynman range. The displayed identity is `key` in the proof. One direction takes the square root of the inequality with `abs_lt_of_sq_lt_sq'`, and the other squares it with `sq_lt_sq'`.

```lean
/-- For positive masses and `P` above `(m + u)²`, the denominator is negative exactly
between its lower and upper roots. -/
theorem feynmanDenom_neg_iff {m u P : ℝ} (hm : 0 < m) (hu : 0 < u)
    (hP : (m + u) ^ 2 < P) (x : ℝ) :
    feynmanDenom m u P x < 0 ↔ lowerRoot m u P < x ∧ x < upperRoot m u P := by
  have hP0 : 0 < P := lt_of_le_of_lt (sq_nonneg _) hP
  have hk : 0 ≤ kallen m u P :=
    mul_nonneg (by linarith) (by nlinarith [mul_pos hm hu])
  have hr := Real.sq_sqrt hk
  have hr0 := Real.sqrt_nonneg (kallen m u P)
  -- complete the square in the Feynman parameter
  have key : 4 * P * feynmanDenom m u P x =
      (2 * P * x - (P + u ^ 2 - m ^ 2)) ^ 2 - kallen m u P := by
    unfold feynmanDenom kallen
    ring
  have h2P : 0 < 2 * P := by linarith
  have h4P : 0 < 4 * P := by linarith
  unfold lowerRoot upperRoot
  rw [div_lt_iff₀ h2P, lt_div_iff₀ h2P]
  constructor
  · intro h
    have hneg := mul_neg_of_pos_of_neg h4P h
    have hsq : (2 * P * x - (P + u ^ 2 - m ^ 2)) ^ 2 < √(kallen m u P) ^ 2 := by
      rw [hr]
      linarith
    have hab := abs_lt_of_sq_lt_sq' hsq hr0
    constructor <;> linarith [hab.1, hab.2]
  · rintro ⟨h1, h2⟩
    have hsq : (2 * P * x - (P + u ^ 2 - m ^ 2)) ^ 2 < √(kallen m u P) ^ 2 :=
      sq_lt_sq' (by linarith) (by linarith)
    rw [hr] at hsq
    by_contra hn
    have hnonneg := mul_nonneg h4P.le (not_lt.mp hn)
    linarith
```

It remains to see that this interval belongs to the range of integration. The roots are distinct because $\lambda>0$. The condition $x_->0$ means $\sqrt\lambda<P+u^2-m^2$, and $x_+<1$ means $\sqrt\lambda<P+m^2-u^2$. Both right-hand sides are positive above threshold, so the squares may be compared:

$$(P+u^2-m^2)^2-\lambda=4Pu^2>0,\qquad (P+m^2-u^2)^2-\lambda=4Pm^2>0 .$$

Thus $0<x_-<x_+<1$. The bounds `h1` and `h2` in the proof are the two inequalities for $\sqrt\lambda$, and the three claims about the roots follow on dividing by $2P$.

```lean
/-- For positive masses and `P` above `(m + u)²`, the two roots are distinct and lie strictly
inside the Feynman parameter range. -/
theorem roots_mem_range {m u P : ℝ} (hm : 0 < m) (hu : 0 < u) (hP : (m + u) ^ 2 < P) :
    0 < lowerRoot m u P ∧ lowerRoot m u P < upperRoot m u P ∧ upperRoot m u P < 1 := by
  have hP0 : 0 < P := lt_of_le_of_lt (sq_nonneg _) hP
  have hmu := mul_pos hm hu
  have hk : 0 < kallen m u P := mul_pos (by linarith) (by nlinarith)
  have hr := Real.sq_sqrt hk.le
  have hr0 := Real.sqrt_pos.mpr hk
  have h2P : 0 < 2 * P := by linarith
  -- the square root is smaller than both of these positive combinations
  have h1 : √(kallen m u P) < P + u ^ 2 - m ^ 2 := by
    refine (abs_lt_of_sq_lt_sq' ?_ (by nlinarith [pow_pos hu 2])).2
    rw [hr]
    unfold kallen
    nlinarith [mul_pos hP0 (pow_pos hu 2)]
  have h2 : √(kallen m u P) < P + m ^ 2 - u ^ 2 := by
    refine (abs_lt_of_sq_lt_sq' ?_ (by nlinarith [pow_pos hm 2])).2
    rw [hr]
    unfold kallen
    nlinarith [mul_pos hP0 (pow_pos hm 2)]
  unfold lowerRoot upperRoot
  refine ⟨div_pos (by linarith) h2P, ?_, ?_⟩
  · exact div_lt_div_of_pos_right (by linarith) h2P
  · rw [div_lt_one h2P]
    linarith
```

Above threshold, then, the logarithm meets a negative argument on a whole interval inside $(0,1)$. As $P$ decreases to $(m+u)^2$, $\lambda$ tends to zero and the two roots merge at $x_c=u/(m+u)$.

## The massless photon

For $u=0$ the denominator vanishes at $x=0$ whatever the momentum, so positivity can only be asked for on $(0,1]$, written `Ioc (0 : ℝ) 1`. There

$$D(x)=x\big[x\,m^2+(1-x)(m^2-P)\big].$$

If $P\le m^2$, the bracket is the sum of a positive and a nonnegative term, so $D(x)>0$. If $P>m^2$, the point $x=1-m^2/P$ lies strictly between 0 and 1. There $(1-x)P=m^2$, and since $D(x)=x\,[m^2-(1-x)P]$, the denominator vanishes and positivity fails. The proof calls the ratio $m^2/P$ `q` and evaluates $D$ at `1 - q`.

The condition is now $P\le m^2$, with equality allowed, in contrast to the strict inequality for a massive photon. As $u\to0$ the critical parameter $u/(m+u)$ moves to $x=0$, the point that has been removed from the range. On the mass shell, $P=m^2$, what remains is $D(x)=x^2m^2$, which is positive on $(0,1]$ but tends to zero at the lower end.

```lean
/-- For a massless photon and positive electron mass, the denominator is positive for all `x`
in `(0, 1]` if and only if `P` does not exceed `m²`. -/
theorem massless_photon_pos_iff {m : ℝ} (hm : 0 < m) (P : ℝ) :
    (∀ x ∈ Ioc (0 : ℝ) 1, 0 < feynmanDenom m 0 P x) ↔ P ≤ m ^ 2 := by
  have hm2 := pow_pos hm 2
  constructor
  · intro h
    by_contra hn
    have hP : m ^ 2 < P := not_le.mp hn
    have hP0 : 0 < P := hm2.trans hP
    -- above the mass shell the denominator vanishes at `1 - m² / P`
    obtain ⟨q, hq⟩ : ∃ q, q = m ^ 2 / P := ⟨_, rfl⟩
    have hq0 : 0 < q := by rw [hq]; exact div_pos hm2 hP0
    have hq1 : q < 1 := by rw [hq]; exact (div_lt_one hP0).mpr hP
    have hqP : q * P = m ^ 2 := by rw [hq]; exact div_mul_cancel₀ _ hP0.ne'
    have hx := h (1 - q) ⟨by linarith, by linarith⟩
    have hzero : feynmanDenom m 0 P (1 - q) = 0 := by
      unfold feynmanDenom
      linear_combination (-(1 - q)) * hqP
    linarith
  · rintro hP x ⟨h0, h1⟩
    have hpos := mul_pos h0 (add_pos_of_pos_of_nonneg (mul_pos h0 hm2)
      (mul_nonneg (sub_nonneg.2 h1) (sub_nonneg.2 hP)))
    unfold feynmanDenom
    nlinarith [hpos]

end

end ElectronSelfEnergyThreshold
```

```lean
#print axioms ElectronSelfEnergyThreshold.feynmanDenom_pos_iff
-- 'ElectronSelfEnergyThreshold.feynmanDenom_pos_iff' depends on axioms: [propext, Classical.choice, Quot.sound]
#print axioms ElectronSelfEnergyThreshold.feynmanDenomC_mem_slitPlane_iff
-- 'ElectronSelfEnergyThreshold.feynmanDenomC_mem_slitPlane_iff' depends on axioms: [propext, Classical.choice, Quot.sound]
#print axioms ElectronSelfEnergyThreshold.roots_mem_range
-- 'ElectronSelfEnergyThreshold.roots_mem_range' depends on axioms: [propext, Classical.choice, Quot.sound]
#print axioms ElectronSelfEnergyThreshold.massless_photon_pos_iff
-- 'ElectronSelfEnergyThreshold.massless_photon_pos_iff' depends on axioms: [propext, Classical.choice, Quot.sound]
```
